# Between real xy-plane polarizations, the p-shell operator (2 + L·σ)/3 has no spin-flip entries along z

The theorem `inPlane_no_spin_flip` concerns the 6×6 complex matrix `P` = (2 + L·σ)/3 on the product of a Cartesian p-shell orbital space, with (L_a)_{bc} = −i ε_abc, and a spin-½ space. It states that P² = P and that, for real vectors `u`, `v` with zero z component, the 2×2 spin block ⟨u,s|P|v,t⟩ equals (2 u·v − i (u_x v_y − u_y v_x) σ_z)/3, with both off-diagonal entries in the σ_z basis equal to zero. The vectors are not assumed normalised; for unit vectors with angle θ from `u` to `v` the block is (2 cos θ − i sin θ σ_z)/3. The attempt starts from `spinBlock_P`, which gives the block as (2 u·v − i (u × v)·σ)/3, and uses an auxiliary step `hs` saying that (u × v)·σ = (u_x v_y − u_y v_x) σ_z, to be proved by one `simp` call. It then takes P² = P from `P_projector` and reads the off-diagonal entries from `pauli`.

Lean 4 with Mathlib refuses this proof:

```lean
import Mathlib

open Matrix Complex
open scoped Kronecker

namespace ResonantSpinBlock

noncomputable section

/-- The Levi-Civita symbol `ε_abc`. -/
def eps : Fin 3 → Fin 3 → Fin 3 → ℂ :=
  ![![![0, 0, 0], ![0, 0, 1], ![0, -1, 0]],
    ![![0, 0, -1], ![0, 0, 0], ![1, 0, 0]],
    ![![0, 1, 0], ![-1, 0, 0], ![0, 0, 0]]]

/-- Orbital angular momentum of a p shell in the Cartesian basis, `(L_a)_{bc} = -i ε_abc`. -/
def L (a : Fin 3) : Matrix (Fin 3) (Fin 3) ℂ := Matrix.of fun b c => -I * eps a b c

/-- The Pauli matrices `σ_x, σ_y, σ_z`. -/
def pauli : Fin 3 → Matrix (Fin 2) (Fin 2) ℂ :=
  ![!![0, 1; 1, 0], !![0, -I; I, 0], !![1, 0; 0, -1]]

/-- The spin operator `w·σ` for a real vector `w`. -/
def sigmaDot (w : Fin 3 → ℝ) : Matrix (Fin 2) (Fin 2) ℂ := ∑ a, (w a : ℂ) • pauli a

/-- The spin-orbit operator `L·σ = ∑ₐ L_a ⊗ σ_a` on orbital ⊗ spin space. -/
def LS : Matrix (Fin 3 × Fin 2) (Fin 3 × Fin 2) ℂ := ∑ a, L a ⊗ₖ pauli a

/-- The operator `P = (2 + L·σ)/3` on orbital ⊗ spin space. -/
def P : Matrix (Fin 3 × Fin 2) (Fin 3 × Fin 2) ℂ := (1 / 3 : ℂ) • ((2 : ℂ) • 1 + LS)

/-- The spin block `⟨u,s| M |v,t⟩` of an operator between real polarization vectors. -/
def spinBlock (M : Matrix (Fin 3 × Fin 2) (Fin 3 × Fin 2) ℂ) (u v : Fin 3 → ℝ) :
    Matrix (Fin 2) (Fin 2) ℂ :=
  Matrix.of fun s t => ∑ b, ∑ c, (u b : ℂ) * M (b, s) (c, t) * (v c : ℂ)

/-- The spin-orbit operator obeys `(L·σ)² = 2 - L·σ`. -/
theorem LS_sq : LS * LS = (2 : ℂ) • 1 - LS := by
  ext ⟨b, s⟩ ⟨c, t⟩
  simp only [LS, L, Matrix.mul_apply, Fintype.sum_prod_type, Fin.sum_univ_three,
    Fin.sum_univ_two, Matrix.add_apply, Matrix.sub_apply, Matrix.smul_apply,
    Matrix.kroneckerMap_apply, Matrix.of_apply, Matrix.one_apply, smul_eq_mul]
  fin_cases b <;> fin_cases s <;> fin_cases c <;> fin_cases t <;>
    simp [eps, pauli, Complex.ext_iff] <;> norm_num

/-- `P` is Hermitian and idempotent. -/
theorem P_projector : P.IsHermitian ∧ P * P = P := by
  constructor
  · have h : LSᴴ = LS := by
      ext ⟨b, s⟩ ⟨c, t⟩
      simp only [LS, L, Matrix.conjTranspose_apply, Fin.sum_univ_three, Matrix.add_apply,
        Matrix.kroneckerMap_apply, Matrix.of_apply]
      fin_cases b <;> fin_cases s <;> fin_cases c <;> fin_cases t <;> simp [eps, pauli]
    simp [Matrix.IsHermitian, P, Matrix.conjTranspose_add, Matrix.conjTranspose_smul, h]
  · -- P² = (4 + 4 S + S²)/9 and S² = 2 - S
    simp only [P, smul_mul_assoc, mul_smul_comm, add_mul, mul_add, one_mul, mul_one, LS_sq]
    module

/-- Between real polarizations `u`, `v` the spin block of `a + b L·σ` is
`a (u·v) - i b (u × v)·σ`. -/
theorem spinBlock_combo (a b : ℂ) (u v : Fin 3 → ℝ) :
    spinBlock (a • 1 + b • LS) u v
      = (a * ((u ⬝ᵥ v : ℝ) : ℂ)) • 1 - (b * I) • sigmaDot (u ⨯₃ v) := by
  ext s t
  -- the contraction u_b (-i ε_abc) v_c is -i (u × v)_a
  simp only [spinBlock, LS, L, sigmaDot, dotProduct, cross_apply, Fin.sum_univ_three,
    Matrix.add_apply, Matrix.sub_apply, Matrix.smul_apply, Matrix.kroneckerMap_apply,
    Matrix.of_apply, Matrix.one_apply, smul_eq_mul]
  fin_cases s <;> fin_cases t <;> simp [eps, pauli]
  all_goals first
    | ring1
    | (apply Complex.ext <;> simp <;> ring1)

/-- Between any real polarizations `u`, `v` the spin block of `P` is
`(2 u·v - i (u × v)·σ)/3`. -/
theorem spinBlock_P (u v : Fin 3 → ℝ) :
    spinBlock P u v
      = (1 / 3 : ℂ) • ((2 * ((u ⬝ᵥ v : ℝ) : ℂ)) • 1 - I • sigmaDot (u ⨯₃ v)) := by
  have h : P = (2 / 3 : ℂ) • 1 + (1 / 3 : ℂ) • LS := by
    unfold P
    module
  rw [h, spinBlock_combo]
  module

/-- `P² = P`, and for real polarizations in the xy plane the spin block of `P` is
`(2 u·v - i (u_x v_y - u_y v_x) σ_z)/3`, with both spin-flip entries along z equal to zero. -/
theorem inPlane_no_spin_flip (u v : Fin 3 → ℝ) (hu : u 2 = 0) (hv : v 2 = 0) :
    P * P = P ∧
    spinBlock P u v = (1 / 3 : ℂ) • ((2 * ((u ⬝ᵥ v : ℝ) : ℂ)) • 1
      - (I * ((u 0 * v 1 - u 1 * v 0 : ℝ) : ℂ)) • pauli 2) ∧
    spinBlock P u v 0 1 = 0 ∧ spinBlock P u v 1 0 = 0 := by
  -- the cross product of in-plane vectors points along z
  have hs : sigmaDot (u ⨯₃ v) = ((u 0 * v 1 - u 1 * v 0 : ℝ) : ℂ) • pauli 2 := by
    simp [sigmaDot, Fin.sum_univ_three, cross_apply, hu, hv]
  have hB : spinBlock P u v = (1 / 3 : ℂ) • ((2 * ((u ⬝ᵥ v : ℝ) : ℂ)) • 1
      - (I * ((u 0 * v 1 - u 1 * v 0 : ℝ) : ℂ)) • pauli 2) := by
    rw [spinBlock_P, hs]
    module
  refine ⟨P_projector.2, hB, ?_, ?_⟩ <;> rw [hB] <;> simp [pauli]

end

end ResonantSpinBlock
```

Compiling this gives:

```
Main.lean:93:79: error: unsolved goals
u v : Fin 3 → ℝ
hu : u 2 = 0
hv : v 2 = 0
⊢ (u 0 * v 1 - u 1 * v 0) • pauli 2 = (↑(u 0) * ↑(v 1) - ↑(u 1) * ↑(v 0)) • pauli 2
```

Cause. The message is the goal that `simp` leaves open in `hs`. The x and y terms have vanished through `hu` and `hv`. Both sides are the same number times `pauli 2`, but with different scalar actions. On the left the scalar `u 0 * v 1 - u 1 * v 0` carries no arrows: it is real and acts by the ℝ-action, the complex casts in `sigmaDot` having been removed as in `Complex.coe_smul` (`(↑x : ℂ) • y = x • y`). On the right `simp` pushed the cast through the subtraction and the products, giving `↑(u 0) * ↑(v 1) - ↑(u 1) * ↑(v 0)`. That complex scalar is no longer of the form `↑x`, so `Complex.coe_smul` does not match it, and the two normal forms stay different.

The diff adds `rw [Complex.coe_smul]` before `simp`. At that point `sigmaDot` is still folded and the right side is exactly `↑x • pauli 2`, with `x` the whole real expression, so the rewrite turns it into the real action. No cast remains there to be pushed inward, and the unchanged `simp` brings the left side to the same term and closes `hs`.

Lean accepts the file once it reads:

```diff
@@ -92,4 +92,5 @@
   -- the cross product of in-plane vectors points along z
   have hs : sigmaDot (u ⨯₃ v) = ((u 0 * v 1 - u 1 * v 0 : ℝ) : ℂ) • pauli 2 := by
+    rw [Complex.coe_smul]
     simp [sigmaDot, Fin.sum_univ_three, cross_apply, hu, hv]
   have hB : spinBlock P u v = (1 / 3 : ℂ) • ((2 * ((u ⬝ᵥ v : ℝ) : ℂ)) • 1
```
